# Projected onto a level of nonzero total spin, each of two coupled spins is a fixed multiple of the total

## Why does one number serve all three directions?

An iron dimer has a ferric site with spin 5/2 and a ferrous site with spin 2, coupled antiferromagnetically to a ground state of total spin 1/2. To describe its hyperfine structure I am told to multiply the ferric site's tensor by 7/3 and the ferrous site's by −4/3. But a site spin doesn't even commute with the square of the total spin. How can it be replaced by a number times the total spin, with the same number for $x$, $y$ and $z$, even when the tensors are anisotropic?

## The part of the site spin that survives projection

The replacement is an identity between projections onto one total-spin level, not between the operators themselves. Let $S_1,S_2$ be the site spins in units of $\hbar$, with $S_1^2=a$ and $S_2^2=b$. Let $F=S_1+S_2$ be the total electron spin (often written $S$; no nuclear spin is included), and let $P$ project onto $F^2=X>0$.

Take any vector operator $V$, meaning $[F_i,V_j]=i\epsilon_{ijl}V_l$. Expanding the square gives

$$[F^2,V]=-2i\,F\times V-2V.$$

Since $F^2$ commutes with $F$, we have $[F^2,F\times V]=F\times[F^2,V]$. Reordering the factors of $F$ gives

$$F\times(F\times V)=F(F\cdot V)+i\,F\times V-F^2V,$$

and therefore

$$[F^2,(F\times V)_k]=2i\bigl(F^2V_k-F_k(F\cdot V)\bigr).$$

Between two factors $P$ the left side is $X-X=0$ times $P(F\times V)_kP$, so

$$X\,PV_kP=PF_k(F\cdot V)P.$$

Now put $V=S_1$. It is a vector operator because $S_2$ commutes with it. Squaring $S_2=F-S_1$, with $F\cdot S_1=S_1\cdot F$, gives $2F\cdot S_1=F^2+S_1^2-S_2^2$. Hence $(F\cdot S_1)P=\tfrac12(X+a-b)P$, and

$$PS_{1k}P=\frac{X+a-b}{2X}\,PF_kP.$$

The number comes from the scalar $F\cdot S_1$, which has no direction; that is why all components share it.

A spin $s$ has square $s(s+1)$, so for your dimer $a=35/4$, $b=6$ and $X=3/4$. The factors are $3.5/1.5=7/3$ and, with the sites exchanged, $-2/1.5=-4/3$. In a calculation, each site's intrinsic hyperfine tensor, which couples the site's own spin to a nucleus, is multiplied by its factor before it enters the spin-1/2 Hamiltonian. In this model, that carries intrinsic hyperfine tensors, for example from electronic structure theory, over to a two-site cluster in a single total-spin level.

In the Lean file, `A` is any complex algebra of operators, and the indices 0, 1, 2 of `Fin 3` stand for $x,y,z$, read cyclically. `CoupledSpins` collects the commutation relations and the two squares, `dot` is the scalar product, and `siteFactor` is the ratio above, often called a spin projection coefficient. `site_spin` assumes $F^2P=XP=PF^2$ and $X\ne0$, which excludes the singlet. `site_spin_matrix` is the version for finite Hermitian matrices with $X>0$; it needs $P$ Hermitian but not $P^2=P$.

`hyperfine` is $\sum_{kl}T_{kl}S_kN_l$, with `N` the nuclear operators; the letter `I` is the imaginary unit. `hyperfine_coupled` rescales arbitrary tensors at both sites, provided the nuclear operators commute with $P$, as they do when $P$ acts on the electron spins alone.

Two physical approximations remain: treating the sites as fixed, localised spins, and replacing the full Hamiltonian by its projected block. The second requires exchange to separate the total-spin levels by much more than the terms that mix them, such as zero-field splitting, hyperfine coupling and, in a magnetic field, unequal site g tensors.

```lean
import Mathlib

open Complex Matrix
open scoped Kronecker

namespace CoupledSpinHyperfine

noncomputable section

variable {A : Type*} [Ring A] [Algebra ℂ A]

/-- The scalar product of two operator triples, in the given order of factors. -/
def dot (S T : Fin 3 → A) : A := ∑ k, S k * T k

/-- Angular momentum commutation relations (units of ħ), with indices read cyclically. -/
def IsSpin (S : Fin 3 → A) : Prop :=
  ∀ k, S k * S (k + 1) - S (k + 1) * S k = I • S (k + 2)

/-- `V` is a vector operator under the rotations generated by `F`. -/
structure IsVector (F V : Fin 3 → A) : Prop where
  diag : ∀ k, F k * V k = V k * F k
  cyc : ∀ k, F k * V (k + 1) - V (k + 1) * F k = I • V (k + 2)
  anti : ∀ k, V k * F (k + 1) - F (k + 1) * V k = I • V (k + 2)

/-- Two mutually commuting spins whose squares are the numbers `a` and `b`. -/
structure CoupledSpins (S₁ S₂ : Fin 3 → A) (a b : ℂ) : Prop where
  spin₁ : IsSpin S₁
  spin₂ : IsSpin S₂
  comm : ∀ i j, S₁ i * S₂ j = S₂ j * S₁ i
  sq₁ : dot S₁ S₁ = a • (1 : A)
  sq₂ : dot S₂ S₂ = b • (1 : A)

/-- The factor `(X + a - b) / (2 X)`, meaningful for `X ≠ 0` (Lean's division gives 0 at `X = 0`).
-/
def siteFactor (X a b : ℂ) : ℂ := (X + a - b) / (2 * X)

/-- The commutator of the squared rotation generator with a component of the cross product
of generator and vector, for generators `x, y, z` and a vector `u, v, w` without factors of i. -/
theorem commutator_cross {R : Type*} [Ring R] {x y z u v w C D W : R}
    (hC : C = x * x + y * y + z * z) (hD : D = x * u + y * v + z * w)
    (hW : W = x * v - y * u)
    (hxy : x * y - y * x = z) (hyz : y * z - z * y = x) (hzx : z * x - x * z = y)
    (hxu : x * u = u * x) (hyv : y * v = v * y)
    (hxv : x * v - v * x = w) (hyw : y * w - w * y = u) (hzu : z * u - u * z = v)
    (huy : u * y - y * u = w) (hvz : v * z - z * v = u) (hwx : w * x - x * w = v) :
    C * W - W * C = 2 * (C * w - z * D) := by
  -- the square commutes with the generators
  have hCx : C * x - x * C = 0 := by
    rw [hC]
    linear_combination (norm := noncomm_ring) z * hzx + hzx * z - y * hxy - hxy * y
  have hCy : C * y - y * C = 0 := by
    rw [hC]
    linear_combination (norm := noncomm_ring) x * hxy + hxy * x - z * hyz - hyz * z
  -- its commutators with the vector combine the vector and the cross product
  have hCv : C * v - v * C = 2 * v - 2 * (z * u - x * w) := by
    rw [hC]
    linear_combination (norm := noncomm_ring) x * hxv + hxv * x + y * hyv + hyv * y
      - z * hvz - hvz * z + hzu + hwx
  have hCu : C * u - u * C = 2 * u - 2 * (y * w - z * v) := by
    rw [hC]
    linear_combination (norm := noncomm_ring) x * hxu + hxu * x - y * huy - huy * y
      + z * hzu + hzu * z + hyw + hvz
  rw [hW, hD]
  have hCw : C * w = (x * x + y * y + z * z) * w := by rw [hC]
  linear_combination (norm := noncomm_ring) hCx * v + x * hCv - hCy * u - y * hCu
    + 2 * (hzx * u) - 2 * (hyz * v) - 2 * hCw

/-- Projection theorem: between projections `P` onto `F² = X`, a vector operator `V` satisfies
`P Fₖ (F·V) P = X P Vₖ P`. -/
theorem projection_theorem {F V : Fin 3 → A} (hF : IsSpin F) (hV : IsVector F V)
    {P : A} {X : ℂ} (hFP : dot F F * P = X • P) (hPF : P * dot F F = X • P) (k : Fin 3) :
    P * (F k * dot F V) * P = X • (P * V k * P) := by
  have e1 : ∀ k : Fin 3, k + 1 + 1 = k + 2 := by decide
  have e2 : ∀ k : Fin 3, k + 1 + 2 = k := by decide
  have e3 : ∀ k : Fin 3, k + 2 + 1 = k := by decide
  have e4 : ∀ k : Fin 3, k + 2 + 2 = k + 1 := by decide
  have hs : ∀ f : Fin 3 → A, ∑ i, f i = f (k + 1) + f (k + 2) + f k := by
    intro f
    fin_cases k
    · show ∑ i, f i = f 1 + f 2 + f 0
      rw [Fin.sum_univ_three]; abel
    · show ∑ i, f i = f 2 + f 0 + f 1
      rw [Fin.sum_univ_three]; abel
    · show ∑ i, f i = f 0 + f 1 + f 2
      rw [Fin.sum_univ_three]
  -- multiplying all operators by -i removes i from the commutation relations
  have e : ∀ p q : A, ((-I) • p) * ((-I) • q) = -(p * q) := by
    intro p q
    rw [smul_mul_assoc, mul_smul_comm, smul_smul, neg_mul_neg, I_mul_I, neg_one_smul]
  have c : ∀ p q r : A, p * q - q * p = I • r →
      ((-I) • p) * ((-I) • q) - ((-I) • q) * ((-I) • p) = (-I) • r := by
    intro p q r h
    rw [e, e, neg_smul, ← h]; abel
  have f1 := hF (k + 1)
  have f2 := hF (k + 2)
  have v1 := hV.cyc (k + 1)
  have v2 := hV.cyc (k + 2)
  have w1 := hV.anti (k + 1)
  have w2 := hV.anti (k + 2)
  simp only [e1, e2, e3, e4] at f1 f2 v1 v2 w1 w2
  have key := commutator_cross (C := -dot F F) (D := -dot F V)
    (W := -(F (k + 1) * V (k + 2) - F (k + 2) * V (k + 1)))
    (by rw [e, e, e, dot, hs]; abel) (by rw [e, e, e, dot, hs]; abel)
    (by rw [e, e]; abel)
    (c _ _ _ f1) (c _ _ _ f2) (c _ _ _ (hF k))
    (by rw [e, e, hV.diag]) (by rw [e, e, hV.diag])
    (c _ _ _ v1) (c _ _ _ v2) (c _ _ _ (hV.cyc k))
    (c _ _ _ w1) (c _ _ _ w2) (c _ _ _ (hV.anti k))
  generalize F (k + 1) * V (k + 2) - F (k + 2) * V (k + 1) = W at key
  simp only [neg_mul_neg, neg_smul, smul_mul_assoc, mul_smul_comm] at key
  -- the commutator with F² vanishes between two projections
  have hz : P * (dot F F * W - W * dot F F) * P = 0 := by
    calc P * (dot F F * W - W * dot F F) * P
        = (P * dot F F) * W * P - P * W * (dot F F * P) := by noncomm_ring
      _ = 0 := by
        rw [hFP, hPF]
        simp only [smul_mul_assoc, mul_smul_comm, sub_self]
  rw [key, ← smul_sub, two_mul, ← add_smul, mul_smul_comm, smul_mul_assoc] at hz
  have hI : I + I ≠ 0 := by
    rw [← two_mul]; exact mul_ne_zero two_ne_zero I_ne_zero
  have h4 := congrArg (fun t => (I + I)⁻¹ • t) hz
  simp only [inv_smul_smul₀ hI, smul_zero] at h4
  rw [mul_sub, sub_mul, ← mul_assoc P (dot F F), hPF, smul_mul_assoc, smul_mul_assoc,
    sub_eq_zero] at h4
  exact h4.symm

/-- The sum of two commuting spins is a spin, and the first spin is a vector operator under it. -/
theorem total_spin {S₁ S₂ : Fin 3 → A} {a b : ℂ} (h : CoupledSpins S₁ S₂ a b) :
    IsSpin (S₁ + S₂) ∧ IsVector (S₁ + S₂) S₁ := by
  refine ⟨fun k => ?_, fun k => ?_, fun k => ?_, fun k => ?_⟩ <;> simp only [Pi.add_apply]
  · rw [smul_add, ← h.spin₁ k, ← h.spin₂ k]
    linear_combination (norm := noncomm_ring) h.comm k (k + 1) - h.comm (k + 1) k
  · linear_combination (norm := noncomm_ring) -h.comm k k
  · rw [← h.spin₁ k]
    linear_combination (norm := noncomm_ring) -h.comm (k + 1) k
  · rw [← h.spin₁ k]
    linear_combination (norm := noncomm_ring) h.comm k (k + 1)

/-- Let `F = S₁ + S₂` be the total of two coupled spins, with `F² P = X P = P F²` and `X ≠ 0`.
Between two factors `P`, each component of the site spin `S₁` equals `(X + a - b) / (2 X)` times
that of `F`. -/
theorem site_spin {S₁ S₂ : Fin 3 → A} {a b X : ℂ} {P : A} (h : CoupledSpins S₁ S₂ a b)
    (hX : X ≠ 0) (hFP : dot (S₁ + S₂) (S₁ + S₂) * P = X • P)
    (hPF : P * dot (S₁ + S₂) (S₁ + S₂) = X • P) (k : Fin 3) :
    P * S₁ k * P = siteFactor X a b • (P * (S₁ + S₂) k * P) := by
  have h1 := projection_theorem (total_spin h).1 (total_spin h).2 hFP hPF k
  -- 2 F·S₁ = F² + S₁² - S₂²
  have h2 : dot (S₁ + S₂) S₁ + dot (S₁ + S₂) S₁
      = dot (S₁ + S₂) (S₁ + S₂) + dot S₁ S₁ - dot S₂ S₂ := by
    simp only [dot, Fin.sum_univ_three, Pi.add_apply]
    linear_combination (norm := noncomm_ring) -h.comm 0 0 - h.comm 1 1 - h.comm 2 2
  have h3 : dot (S₁ + S₂) S₁ * P = ((X + a - b) / 2) • P := by
    calc dot (S₁ + S₂) S₁ * P
        = (1 / 2 : ℂ) • ((dot (S₁ + S₂) S₁ + dot (S₁ + S₂) S₁) * P) := by
          rw [add_mul]; module
      _ = ((X + a - b) / 2) • P := by
          rw [h2, sub_mul, add_mul, hFP, h.sq₁, h.sq₂]
          simp only [smul_mul_assoc, one_mul]
          module
  rw [← mul_assoc, mul_assoc _ _ P, h3, mul_smul_comm] at h1
  calc P * S₁ k * P = X⁻¹ • (X • (P * S₁ k * P)) := (inv_smul_smul₀ hX _).symm
    _ = siteFactor X a b • (P * (S₁ + S₂) k * P) := by
      rw [← h1, smul_smul]
      congr 1
      unfold siteFactor
      field_simp

/-- For Hermitian matrices of two coupled spins with squares `a` and `b` and total `F = S₁ + S₂`,
and an orthogonal projection `P` into the eigenspace `F² = X > 0`, one has
`P S₁ₖ P = ((X + a - b) / (2 X)) P Fₖ P` for every component. -/
theorem site_spin_matrix {n : Type*} [Fintype n] [DecidableEq n]
    {S₁ S₂ : Fin 3 → Matrix n n ℂ} {a b : ℂ} {X : ℝ} {P : Matrix n n ℂ}
    (h : CoupledSpins S₁ S₂ a b) (h₁ : ∀ k, (S₁ k).IsHermitian)
    (h₂ : ∀ k, (S₂ k).IsHermitian) (hP : P.IsHermitian) (hX : 0 < X)
    (hFP : dot (S₁ + S₂) (S₁ + S₂) * P = (X : ℂ) • P) (k : Fin 3) :
    P * S₁ k * P = siteFactor X a b • (P * (S₁ + S₂) k * P) := by
  have hF : (dot (S₁ + S₂) (S₁ + S₂))ᴴ = dot (S₁ + S₂) (S₁ + S₂) := by
    simp only [dot, conjTranspose_sum, conjTranspose_mul, Pi.add_apply, conjTranspose_add,
      (h₁ _).eq, (h₂ _).eq]
  -- the adjoint of the eigenvalue equation
  have hPF := congrArg conjTranspose hFP
  rw [conjTranspose_mul, conjTranspose_smul, hF, hP.eq, Complex.star_def, conj_ofReal] at hPF
  exact site_spin h (ofReal_ne_zero.mpr hX.ne') hFP hPF k

/-- Hyperfine coupling of an electron spin `S` to a nuclear spin `N` with tensor `T`. -/
def hyperfine (T : Matrix (Fin 3) (Fin 3) ℂ) (S N : Fin 3 → A) : A :=
  ∑ k, ∑ l, T k l • (S k * N l)

/-- If `S` acts as `g F` between projections `P` and the nuclear operators commute with `P`, the
projected coupling to `S` equals the projected coupling to `F` with tensor `g T`. -/
theorem hyperfine_rescale {S F N : Fin 3 → A} {P : A} {g : ℂ}
    (h : ∀ k, P * S k * P = g • (P * F k * P)) (hN : ∀ l, N l * P = P * N l)
    (T : Matrix (Fin 3) (Fin 3) ℂ) :
    P * hyperfine T S N * P = P * hyperfine (g • T) F N * P := by
  have e : ∀ (s : A) (l : Fin 3), P * (s * N l) * P = P * s * P * N l := by
    intro s l
    rw [← mul_assoc, mul_assoc _ (N l) P, hN, ← mul_assoc]
  simp only [hyperfine, Finset.mul_sum, Finset.sum_mul]
  refine Finset.sum_congr rfl fun k _ => Finset.sum_congr rfl fun l _ => ?_
  simp only [mul_smul_comm, smul_mul_assoc, e, h k, Matrix.smul_apply, smul_eq_mul, smul_smul]
  rw [mul_comm]

/-- Let `F = S₁ + S₂` be the total of two coupled spins, with `F² P = X P = P F²` and `X ≠ 0`.
Between two factors `P`, the hyperfine couplings of the two sites to nuclear operators commuting
with `P` equal couplings to `F`, each tensor multiplied by its site factor. -/
theorem hyperfine_coupled {S₁ S₂ N₁ N₂ : Fin 3 → A} {a b X : ℂ} {P : A}
    (h : CoupledSpins S₁ S₂ a b) (hX : X ≠ 0)
    (hFP : dot (S₁ + S₂) (S₁ + S₂) * P = X • P)
    (hPF : P * dot (S₁ + S₂) (S₁ + S₂) = X • P)
    (hN₁ : ∀ l, N₁ l * P = P * N₁ l) (hN₂ : ∀ l, N₂ l * P = P * N₂ l)
    (T₁ T₂ : Matrix (Fin 3) (Fin 3) ℂ) :
    P * (hyperfine T₁ S₁ N₁ + hyperfine T₂ S₂ N₂) * P
      = P * (hyperfine (siteFactor X a b • T₁) (S₁ + S₂) N₁
          + hyperfine (siteFactor X b a • T₂) (S₁ + S₂) N₂) * P := by
  -- the second site follows by exchanging the two spins
  have h' : CoupledSpins S₂ S₁ b a :=
    ⟨h.spin₂, h.spin₁, fun i j => (h.comm j i).symm, h.sq₂, h.sq₁⟩
  have g₂ : ∀ k, P * S₂ k * P = siteFactor X b a • (P * (S₁ + S₂) k * P) := by
    rw [add_comm S₁ S₂] at hFP hPF ⊢
    exact site_spin h' hX hFP hPF
  rw [mul_add, add_mul, mul_add, add_mul,
    hyperfine_rescale (site_spin h hX hFP hPF) hN₁, hyperfine_rescale g₂ hN₂]

/-- The spin-1/2 matrices; `⟨r, s⟩` is the complex number `r + i s`. -/
def half : Fin 3 → Matrix (Fin 2) (Fin 2) ℂ :=
  ![!![0, ⟨1/2, 0⟩; ⟨1/2, 0⟩, 0], !![0, ⟨0, -1/2⟩; ⟨0, 1/2⟩, 0],
    !![⟨1/2, 0⟩, 0; 0, ⟨-1/2, 0⟩]]

/-- Half the sum of the identity and the exchange of two spins 1/2. -/
def triplet : Matrix (Fin 2 × Fin 2) (Fin 2 × Fin 2) ℂ :=
  Matrix.of fun p q => (if p = q then ⟨1/2, 0⟩ else 0) + (if p = q.swap then ⟨1/2, 0⟩ else 0)

/-- Two spins 1/2 and the nonzero projection `triplet` satisfy the hypotheses of `site_spin` with
`a = b = 3/4` and `X = 2`. -/
theorem site_spin_witness :
    let S₁ : Fin 3 → Matrix (Fin 2 × Fin 2) (Fin 2 × Fin 2) ℂ :=
      fun k => half k ⊗ₖ (1 : Matrix (Fin 2) (Fin 2) ℂ)
    let S₂ : Fin 3 → Matrix (Fin 2 × Fin 2) (Fin 2 × Fin 2) ℂ :=
      fun k => (1 : Matrix (Fin 2) (Fin 2) ℂ) ⊗ₖ half k
    CoupledSpins S₁ S₂ (3/4) (3/4) ∧ triplet * triplet = triplet ∧ triplet ≠ 0 ∧
      dot (S₁ + S₂) (S₁ + S₂) * triplet = (2 : ℂ) • triplet ∧
      triplet * dot (S₁ + S₂) (S₁ + S₂) = (2 : ℂ) • triplet := by
  intro S₁ S₂
  have hs : ∀ k, half k * half (k + 1) - half (k + 1) * half k = I • half (k + 2) := by
    intro k
    fin_cases k <;> ext i j <;> fin_cases i <;> fin_cases j <;>
      simp [half, Complex.ext_iff] <;> norm_num
  have hc : half 0 * half 0 + half 1 * half 1 + half 2 * half 2
      = (3/4 : ℂ) • (1 : Matrix (Fin 2) (Fin 2) ℂ) := by
    ext i j
    fin_cases i <;> fin_cases j <;>
      simp [half, Complex.ext_iff] <;> norm_num
  have hP : triplet * triplet = triplet := by
    ext ⟨i, i'⟩ ⟨j, j'⟩
    fin_cases i <;> fin_cases i' <;> fin_cases j <;> fin_cases j' <;>
      simp [triplet, Matrix.mul_apply, Fintype.sum_prod_type, Fin.sum_univ_two,
        Complex.ext_iff] <;> norm_num
  -- the square of the total spin is twice the projection
  have hF : dot (S₁ + S₂) (S₁ + S₂) = (2 : ℂ) • triplet := by
    ext ⟨i, i'⟩ ⟨j, j'⟩
    fin_cases i <;> fin_cases i' <;> fin_cases j <;> fin_cases j' <;>
      simp [S₁, S₂, dot, triplet, half, Fin.sum_univ_three, Matrix.mul_apply,
        Fintype.sum_prod_type, Fin.sum_univ_two, Matrix.one_apply, Complex.ext_iff] <;> norm_num
  refine ⟨⟨fun k => ?_, fun k => ?_, fun i j => ?_, ?_, ?_⟩, hP, fun h0 => ?_, ?_, ?_⟩
  · simp only [S₁, ← mul_kronecker_mul, mul_one]
    rw [sub_eq_iff_eq_add.mp (hs k), add_kronecker, smul_kronecker, add_sub_cancel_right]
  · simp only [S₂, ← mul_kronecker_mul, mul_one]
    rw [sub_eq_iff_eq_add.mp (hs k), kronecker_add, kronecker_smul, add_sub_cancel_right]
  · simp only [S₁, S₂, ← mul_kronecker_mul, mul_one, one_mul]
  · simp only [S₁, dot, Fin.sum_univ_three, ← mul_kronecker_mul, mul_one, ← add_kronecker]
    rw [hc, smul_kronecker, one_kronecker_one]
  · simp only [S₂, dot, Fin.sum_univ_three, ← mul_kronecker_mul, mul_one, ← kronecker_add]
    rw [hc, kronecker_smul, one_kronecker_one]
  · have h1 := congrArg Complex.re (congrFun (congrFun h0 (0, 0)) (0, 0))
    norm_num [triplet] at h1
  · rw [hF, smul_mul_assoc, hP]
  · rw [hF, mul_smul_comm, hP]

end

end CoupledSpinHyperfine
```
```lean
#print axioms CoupledSpinHyperfine.site_spin_matrix
#print axioms CoupledSpinHyperfine.hyperfine_coupled
```

```
'CoupledSpinHyperfine.site_spin_matrix' depends on axioms: [propext, Classical.choice, Quot.sound]
'CoupledSpinHyperfine.hyperfine_coupled' depends on axioms: [propext, Classical.choice, Quot.sound]
```

`commutator_cross` proves the commutator identity for $-iF$ and $-iV$, whose commutation relations contain no $i$. Its intermediate facts `hCx` and `hCy` say that the square commutes with the generators; `hCu` and `hCv` give components of $[F^2,V]$, up to a factor $i$. Each `linear_combination` adds multiples of equations already known, and `noncomm_ring` checks the result without reordering factors.

`projection_theorem` restores the factors of $i$, shows in `hz` that the projected commutator vanishes, and divides by $2i$. `total_spin` supplies the vector property of $S_1$. In `site_spin`, `h2` is the identity for $2F\cdot S_1$ and `h3` its value on the level; division by $X$ finishes the argument. The matrix version obtains $PF^2=XP$ by taking the adjoint of $F^2P=XP$.

For the couplings, `hyperfine_rescale` moves each nuclear operator past $P$ and applies the site relation term by term. The second site follows by exchanging the spins. Finally, `site_spin_witness` checks entry by entry that two spins 1/2 have $F^2$ equal to twice the triplet projector, a nonzero example with $a=b=3/4$ and $X=2$, where each site factor is 1/2.
